# The complete Fermi-Dirac integral at zero chemical potential is $(1-2^{1-s})\,\Gamma(s)\,\zeta(s)$ for $s>1$

## Thermal energy for a constant density of states

Take non-interacting electrons in a metal whose density of states near the chemical potential is a constant $g$. Measure the energy $\varepsilon$ from the chemical potential, and let $T$ be the temperature in energy units, that is, Boltzmann's constant times the temperature. If the band is wide compared with $T$, the electrons excited above the chemical potential carry the energy

$$g\int_0^\infty \frac{\varepsilon}{1+e^{\varepsilon/T}}\,d\varepsilon = g\,T^2\int_0^\infty \frac{x}{1+e^x}\,dx .$$

The integral on the right follows from its Bose-Einstein relative, $\int_0^\infty x/(e^x-1)\,dx=\pi^2/6$. The Fermi occupation at $x$ is the Bose occupation at $x$ minus twice the Bose occupation at $2x$:

$$\frac{1}{1+e^x}=\frac{1}{e^x-1}-\frac{2}{e^{2x}-1}.$$

Multiply by $x$ and integrate. With $y=2x$, the second term gives $2\cdot\frac14\cdot\frac{\pi^2}{6}=\frac{\pi^2}{12}$, so

$$\int_0^\infty\frac{x}{1+e^x}\,dx=\frac{\pi^2}{6}-\frac{\pi^2}{12}=\frac{\pi^2}{12}.$$

## The integral for a general power

Replace the weight $x$ by $x^{s-1}$ with real $s>1$. The power combines the energy dependence of the density of states with that of the quantity being summed. For a density of states proportional to $\varepsilon^a$ above the chemical potential, the number of excited electrons has $s=a+1$ and their energy has $s=a+2$. The result is

$$\int_0^\infty\frac{x^{s-1}}{1+e^x}\,dx=(1-2^{1-s})\,\Gamma(s)\,\zeta(s),\qquad \zeta(s)=\sum_{n=0}^\infty\frac{1}{(n+1)^s}.$$

Here $\Gamma$ is the gamma function. Textbooks often write the complete Fermi-Dirac integral with index $j=s-1$, a variable reduced chemical potential and a prefactor $1/\Gamma(j+1)$. Here the chemical potential is zero and there is no prefactor.

## From Boltzmann factors to the Fermi integral

**Boltzmann terms.** For each $n=0,1,2,\dots$ the substitution $y=(n+1)x$ gives

$$\int_0^\infty x^{s-1}e^{-(n+1)x}\,dx=\frac{1}{(n+1)^s}\int_0^\infty y^{s-1}e^{-y}\,dy=\frac{\Gamma(s)}{(n+1)^s}.$$

**Bose integral.** For $x>0$ we have $e^{-x}<1$, and the geometric series gives

$$\frac{1}{e^x-1}=\frac{e^{-x}}{1-e^{-x}}=\sum_{n=0}^\infty e^{-(n+1)x}.$$

Multiply by $x^{s-1}$. All terms are positive, and their integrals form the series $\Gamma(s)\sum_n (n+1)^{-s}$, which converges for $s>1$. Sum and integral may therefore be exchanged:

$$\int_0^\infty\frac{x^{s-1}}{e^x-1}\,dx=\Gamma(s)\,\zeta(s).$$

**Occupation identity.** Since $e^{2x}-1=(e^x-1)(e^x+1)$, for $x\neq0$

$$\frac{1}{e^x-1}-\frac{2}{e^{2x}-1}=\frac{(e^x+1)-2}{(e^x-1)(e^x+1)}=\frac{1}{1+e^x}.$$

**Rescaling.** Multiply the identity by $x^{s-1}$ and integrate. Both terms on the left are integrable, so they may be integrated separately. With $y=2x$,

$$\int_0^\infty\frac{2x^{s-1}}{e^{2x}-1}\,dx=2\cdot2^{-s}\int_0^\infty\frac{y^{s-1}}{e^y-1}\,dy=2^{1-s}\,\Gamma(s)\,\zeta(s).$$

Subtracting this from the Bose integral leaves the factor $1-2^{1-s}$.

**Temperature.** Setting $\varepsilon=Tx$ with $T>0$ gives $T^{s-1}$ from the power and $T$ from the differential:

$$\int_0^\infty\frac{\varepsilon^{s-1}}{1+e^{\varepsilon/T}}\,d\varepsilon=T^s(1-2^{1-s})\,\Gamma(s)\,\zeta(s).$$

For $s=2$ and $T=1$ the right side is $\frac12\cdot1\cdot\frac{\pi^2}{6}=\frac{\pi^2}{12}$, as found at the start.

## Failure at $s=1$

For a constant density of states, the number of electrons excited above the chemical potential has $s=1$. Its integral is finite:

$$\int_0^\infty\frac{dx}{1+e^x}=\Big[-\ln(1+e^{-x})\Big]_0^\infty=\ln2.$$

The factor $1-2^{1-s}$ vanishes at $s=1$, so no finite value assigned to the divergent series makes the right side equal to $\ln2$. The condition $s>1$ therefore can't be relaxed to $s\ge1$. The derivation breaks where the Fermi integral is split: both Bose terms behave like $1/x$ near zero, and each integral diverges.

## Smearing and the zero-temperature energy

In an electronic-structure calculation with Fermi-Dirac smearing, $T$ is the smearing width. For non-interacting electrons whose density of states is a constant $g$ over a range of many $T$ on both sides of the chemical potential, the holes below the chemical potential contribute as much energy as the electrons above it, so the energy is

$$U(T)=U_0+\frac{\pi^2}{6}\,g\,T^2,$$

where $U_0$ is the energy at zero temperature. For $g=2$ states per eV and $T=0.1$ eV the increase is about $0.033$ eV. From $dU=T\,dS$, with $S=0$ at $T=0$, the entropy is $S=\frac{\pi^2}{3}gT$, and the free energy $F=U-TS$ lies below $U_0$ by the same amount. The average $(U+F)/2$ then returns $U_0$. This thermodynamic argument is built on the checked integral and isn't itself part of the Lean code.

## The statement in Lean

`fermiIntegrand s x` and `boseIntegrand s x` are the two integrands, with real `s` and `x`; the powers are real powers. `zetaSum s` is the series above, summed over the natural numbers from zero. It is defined directly as a series, not through Mathlib's Riemann zeta function. `Ioi 0` is the open half-line $x>0$, and `Real.Gamma` is the gamma function.

The main theorem, `fermi_integral`, assumes only $s>1$. It states that the integrand is integrable in the Lebesgue sense (`IntegrableOn`) and that its integral has the stated value. `thermal_fermi_integral` gives the value at temperature `T`, assuming $T>0$, and `fermi_integral_two` gives $\pi^2/12$.

Zero chemical potential means that energies are counted from the chemical potential and that the integral starts there. To apply the result to a real material, one can treat its electrons as non-interacting and approximate the density of states by a power of $\varepsilon$, or a sum of such powers, over the thermally relevant range. The theorems give no bound on the resulting error. They also leave out the powers with $0<s\le1$, for which the Fermi integral is still finite, as well as non-zero chemical potential and complex $s$.

```lean
import Mathlib

open MeasureTheory Set

namespace CompleteFermiDirac

noncomputable section

/-- The Fermi-Dirac integrand `x^(s-1) / (1 + exp x)` at zero chemical potential, used for
`x > 0`. -/
def fermiIntegrand (s x : ℝ) : ℝ := x ^ (s - 1) / (1 + Real.exp x)

/-- The Bose-Einstein integrand `x^(s-1) / (exp x - 1)` at zero chemical potential, used for
`x > 0`, where the denominator is positive. -/
def boseIntegrand (s x : ℝ) : ℝ := x ^ (s - 1) / (Real.exp x - 1)

/-- The zeta series, the sum over `n ≥ 1` of `n^(-s)`, used for `s > 1`; the summation index
is shifted to start at zero. -/
def zetaSum (s : ℝ) : ℝ := ∑' n : ℕ, 1 / ((n : ℝ) + 1) ^ s

/-- A function whose Lean integral over `x > 0` is positive is integrable there. -/
theorem integrableOn_of_integral_pos {f : ℝ → ℝ} (h : 0 < ∫ x in Ioi (0 : ℝ), f x) :
    IntegrableOn f (Ioi 0) := by
  by_contra hn
  exact h.ne' (integral_undef hn)

/-- For `s > 1` the zeta series converges and its sum is positive. -/
theorem zetaSum_summable_and_pos {s : ℝ} (hs : 1 < s) :
    Summable (fun n : ℕ => 1 / ((n : ℝ) + 1) ^ s) ∧ 0 < zetaSum s := by
  have h := (summable_nat_add_iff 1).mpr (Real.summable_one_div_nat_rpow.mpr hs)
  have h' : Summable (fun n : ℕ => 1 / ((n : ℝ) + 1) ^ s) := by
    simpa only [Nat.cast_add, Nat.cast_one] using h
  exact ⟨h', h'.tsum_pos (fun n => by positivity) 0 (by positivity)⟩

/-- For `s > 0` each Boltzmann term `x^(s-1) exp(-(n+1)x)` is integrable over `x > 0`, with
integral `Gamma(s) / (n+1)^s`. -/
theorem boltzmann_integral {s : ℝ} (hs : 0 < s) (n : ℕ) :
    IntegrableOn (fun x : ℝ => x ^ (s - 1) * Real.exp (-(((n : ℝ) + 1) * x))) (Ioi 0) ∧
    ∫ x in Ioi (0 : ℝ), x ^ (s - 1) * Real.exp (-(((n : ℝ) + 1) * x))
      = Real.Gamma s * (1 / ((n : ℝ) + 1) ^ s) := by
  have hn : (0 : ℝ) < (n : ℝ) + 1 := by positivity
  have hv : ∫ x in Ioi (0 : ℝ), x ^ (s - 1) * Real.exp (-(((n : ℝ) + 1) * x))
      = Real.Gamma s * (1 / ((n : ℝ) + 1) ^ s) := by
    rw [Real.integral_rpow_mul_exp_neg_mul_Ioi hs hn, Real.div_rpow zero_le_one hn.le,
      Real.one_rpow, mul_comm]
  have hG := Real.Gamma_pos_of_pos hs
  exact ⟨integrableOn_of_integral_pos (by rw [hv]; positivity), hv⟩

/-- For `x > 0` the Bose occupation `1/(exp x - 1)` is the sum of the Boltzmann factors
`exp(-(n+1)x)` over all natural `n`. -/
theorem bose_occupation_hasSum {x : ℝ} (hx : 0 < x) :
    HasSum (fun n : ℕ => Real.exp (-(((n : ℝ) + 1) * x))) (1 / (Real.exp x - 1)) := by
  have h1 : Real.exp (-x) < 1 := Real.exp_lt_one_iff.mpr (by linarith)
  have h := (hasSum_geometric_of_lt_one (Real.exp_pos (-x)).le h1).mul_left (Real.exp (-x))
  have hf : (fun n : ℕ => Real.exp (-(((n : ℝ) + 1) * x)))
      = fun n : ℕ => Real.exp (-x) * Real.exp (-x) ^ n := by
    funext n
    rw [← Real.exp_nat_mul, ← Real.exp_add]
    congr 1
    ring
  have hv : 1 / (Real.exp x - 1) = Real.exp (-x) * (1 - Real.exp (-x))⁻¹ := by
    rw [Real.exp_neg, ← mul_inv, mul_sub, mul_one, mul_inv_cancel₀ (Real.exp_pos x).ne',
      one_div]
  rw [hf, hv]
  exact h

/-- For `s > 1` the Bose-Einstein integrand is integrable over `x > 0`, with integral
`Gamma(s) zeta(s)`. -/
theorem bose_integral {s : ℝ} (hs : 1 < s) :
    IntegrableOn (boseIntegrand s) (Ioi 0) ∧
    ∫ x in Ioi (0 : ℝ), boseIntegrand s x = Real.Gamma s * zetaSum s := by
  have hs0 : 0 < s := by linarith
  obtain ⟨hsum, hpos⟩ := zetaSum_summable_and_pos hs
  -- the terms are positive, so their norms integrate to a summable series
  have hnorm : ∀ n : ℕ,
      ∫ x in Ioi (0 : ℝ), ‖x ^ (s - 1) * Real.exp (-(((n : ℝ) + 1) * x))‖
        = Real.Gamma s * (1 / ((n : ℝ) + 1) ^ s) := by
    intro n
    rw [← (boltzmann_integral hs0 n).2]
    refine setIntegral_congr_fun measurableSet_Ioi fun x hx => ?_
    exact Real.norm_of_nonneg
      (mul_nonneg (Real.rpow_nonneg (mem_Ioi.mp hx).le _) (Real.exp_pos _).le)
  have h := hasSum_integral_of_summable_integral_norm (μ := volume.restrict (Ioi (0 : ℝ)))
    (F := fun (n : ℕ) (x : ℝ) => x ^ (s - 1) * Real.exp (-(((n : ℝ) + 1) * x)))
    (fun n => (boltzmann_integral hs0 n).1)
    (by simp only [hnorm]; exact hsum.mul_left _)
  have hpt : EqOn (boseIntegrand s)
      (fun x => ∑' n : ℕ, x ^ (s - 1) * Real.exp (-(((n : ℝ) + 1) * x))) (Ioi 0) := by
    intro x hx
    have h1 := ((bose_occupation_hasSum (mem_Ioi.mp hx)).mul_left (x ^ (s - 1))).tsum_eq
    calc boseIntegrand s x = x ^ (s - 1) * (1 / (Real.exp x - 1)) := by
          rw [boseIntegrand, mul_one_div]
      _ = _ := h1.symm
  -- exchange the sum and the integral
  have hv : ∫ x in Ioi (0 : ℝ), boseIntegrand s x = Real.Gamma s * zetaSum s := by
    rw [setIntegral_congr_fun measurableSet_Ioi hpt, ← h.tsum_eq,
      tsum_congr fun n => (boltzmann_integral hs0 n).2, tsum_mul_left, zetaSum]
  exact ⟨integrableOn_of_integral_pos
    (by rw [hv]; exact mul_pos (Real.Gamma_pos_of_pos hs0) hpos), hv⟩

/-- For `x ≠ 0` the Fermi occupation at `x` is the Bose occupation at `x` minus twice the Bose
occupation at `2x`. -/
theorem fermi_occupation_eq {x : ℝ} (hx : x ≠ 0) :
    1 / (1 + Real.exp x) = 1 / (Real.exp x - 1) - 2 / (Real.exp (2 * x) - 1) := by
  have h1 : Real.exp x - 1 ≠ 0 :=
    sub_ne_zero.mpr fun h => hx ((Real.exp_eq_one_iff x).mp h)
  have h2 : 1 + Real.exp x ≠ 0 := by positivity
  have h3 : Real.exp (2 * x) - 1 = (Real.exp x - 1) * (1 + Real.exp x) := by
    rw [two_mul, Real.exp_add]
    ring
  rw [h3, eq_sub_iff_add_eq, div_add_div _ _ h2 (mul_ne_zero h1 h2),
    div_eq_div_iff (mul_ne_zero h2 (mul_ne_zero h1 h2)) h1]
  ring

/-- Complete Fermi-Dirac integral: for `s > 1` the function `x^(s-1)/(1 + exp x)` is integrable
over `x > 0`, with integral `(1 - 2^(1-s)) Gamma(s) zeta(s)`. -/
theorem fermi_integral {s : ℝ} (hs : 1 < s) :
    IntegrableOn (fermiIntegrand s) (Ioi 0) ∧
    ∫ x in Ioi (0 : ℝ), fermiIntegrand s x
      = (1 - 2 ^ (1 - s)) * Real.Gamma s * zetaSum s := by
  obtain ⟨hg, hB⟩ := bose_integral hs
  have hg2 : IntegrableOn (fun x => boseIntegrand s (2 * x)) (Ioi 0) :=
    (integrableOn_Ioi_comp_mul_left_iff (boseIntegrand s) 0 two_pos).mpr
      (by rw [mul_zero]; exact hg)
  have hP : (2 : ℝ) ^ (1 - s) * 2 ^ (s - 1) = 1 := by
    rw [← Real.rpow_add two_pos, show 1 - s + (s - 1) = (0 : ℝ) by ring, Real.rpow_zero]
  -- the occupation identity, weighted with the power of x
  have hpt : EqOn (fermiIntegrand s)
      (fun x => boseIntegrand s x - (2 * 2 ^ (1 - s)) * boseIntegrand s (2 * x)) (Ioi 0) := by
    intro x hx
    have hx0 : 0 < x := hx
    have h := fermi_occupation_eq hx0.ne'
    simp only [fermiIntegrand, boseIntegrand]
    rw [Real.mul_rpow zero_le_two hx0.le]
    linear_combination x ^ (s - 1) * h + (2 * x ^ (s - 1) / (Real.exp (2 * x) - 1)) * hP
  have hv : ∫ x in Ioi (0 : ℝ), fermiIntegrand s x
      = (1 - 2 ^ (1 - s)) * Real.Gamma s * zetaSum s := by
    rw [setIntegral_congr_fun measurableSet_Ioi hpt,
      integral_sub hg (Integrable.const_mul hg2 (2 * 2 ^ (1 - s))), integral_const_mul,
      integral_comp_mul_left_Ioi (boseIntegrand s) 0 two_pos, mul_zero, smul_eq_mul, hB]
    ring
  have hlt : (2 : ℝ) ^ (1 - s) < 1 :=
    Real.rpow_lt_one_of_one_lt_of_neg one_lt_two (by linarith)
  refine ⟨integrableOn_of_integral_pos ?_, hv⟩
  rw [hv]
  exact mul_pos (mul_pos (by linarith) (Real.Gamma_pos_of_pos (by linarith)))
    (zetaSum_summable_and_pos hs).2

/-- At temperature `T > 0` in energy units and zero chemical potential, the Fermi-Dirac integral
of `ε^(s-1)` with `s > 1` is `T^s (1 - 2^(1-s)) Gamma(s) zeta(s)`. -/
theorem thermal_fermi_integral {s T : ℝ} (hs : 1 < s) (hT : 0 < T) :
    ∫ ε in Ioi (0 : ℝ), ε ^ (s - 1) / (1 + Real.exp (ε / T))
      = T ^ s * ((1 - 2 ^ (1 - s)) * Real.Gamma s * zetaSum s) := by
  have hpt : EqOn (fun ε : ℝ => ε ^ (s - 1) / (1 + Real.exp (ε / T)))
      (fun ε => T ^ (s - 1) * fermiIntegrand s (T⁻¹ * ε)) (Ioi 0) := by
    intro ε hε
    have hε0 : 0 < ε := hε
    have hp : 0 ≤ T⁻¹ * ε := by positivity
    simp only [fermiIntegrand]
    rw [← mul_div_assoc, ← Real.mul_rpow hT.le hp, mul_inv_cancel_left₀ hT.ne',
      div_eq_inv_mul ε T]
  rw [setIntegral_congr_fun measurableSet_Ioi hpt, integral_const_mul,
    integral_comp_mul_left_Ioi (fermiIntegrand s) 0 (inv_pos.mpr hT), mul_zero, smul_eq_mul,
    inv_inv, (fermi_integral hs).2, ← mul_assoc, Real.rpow_sub_one hT.ne',
    div_mul_cancel₀ _ hT.ne']

/-- The integral of `x/(1 + exp x)` over `x > 0` is `π²/12`. -/
theorem fermi_integral_two :
    ∫ x in Ioi (0 : ℝ), x / (1 + Real.exp x) = Real.pi ^ 2 / 12 := by
  have hz : zetaSum 2 = Real.pi ^ 2 / 6 := by
    have h := (hasSum_nat_add_iff' 1).mpr hasSum_zeta_two
    unfold zetaSum
    refine HasSum.tsum_eq ?_
    have hf : (fun n : ℕ => 1 / ((n : ℝ) + 1) ^ (2 : ℝ))
        = fun n : ℕ => 1 / ((n + 1 : ℕ) : ℝ) ^ 2 := by
      funext n
      rw [Real.rpow_two, Nat.cast_add, Nat.cast_one]
    have hv : Real.pi ^ 2 / 6
        = Real.pi ^ 2 / 6 - ∑ i ∈ Finset.range 1, 1 / (i : ℝ) ^ 2 := by
      simp
    rw [hf, hv]
    exact h
  have hi : ∀ x, fermiIntegrand 2 x = x / (1 + Real.exp x) := by
    intro x
    rw [fermiIntegrand, show (2 : ℝ) - 1 = 1 by norm_num, Real.rpow_one]
  have h := (fermi_integral (s := 2) one_lt_two).2
  simp only [hi] at h
  rw [h, hz, Real.Gamma_two, show (1 : ℝ) - 2 = -1 by norm_num, Real.rpow_neg_one]
  ring

end

end CompleteFermiDirac
```

```lean
#print axioms CompleteFermiDirac.thermal_fermi_integral
#print axioms CompleteFermiDirac.fermi_integral_two
```

```
'CompleteFermiDirac.thermal_fermi_integral' depends on axioms: [propext, Classical.choice, Quot.sound]
'CompleteFermiDirac.fermi_integral_two' depends on axioms: [propext, Classical.choice, Quot.sound]
```

## Integrability from a positive value

Lean assigns the integral $0$ to a function that isn't integrable, so a positive integral forces integrability. `integrableOn_of_integral_pos` records this, and the Boltzmann, Bose and Fermi theorems each use it after their value has been computed. The required positivity comes from $\Gamma(s)>0$ and from `zetaSum_summable_and_pos`, which also proves that the zeta series converges. The Fermi case needs $2^{1-s}<1$ as well, which is `hlt`.

## The Bose integral as a sum

`boltzmann_integral` takes the gamma integral with a rescaled exponent from Mathlib. `bose_occupation_hasSum` is the geometric series with ratio $e^{-x}$, multiplied by a further factor $e^{-x}$.

`bose_integral` then exchanges sum and integral through `hasSum_integral_of_summable_integral_norm`. That lemma asks for each term to be integrable and for the integrals of the absolute values to be summable. Because the terms are positive on the half-line, `hnorm` identifies those integrals with $\Gamma(s)/(n+1)^s$, and the convergence of the zeta series does the rest. The equality `hpt` says that the summed series is the Bose integrand at every $x>0$.

## The factor $1-2^{1-s}$

`fermi_occupation_eq` proves the occupation identity by factoring $e^{2x}-1$ and clearing denominators. In `fermi_integral` the second Bose term is written with the whole integrand evaluated at $2x$, which includes the power $(2x)^{s-1}=2^{s-1}x^{s-1}$. The coefficient in `hpt` is therefore $2\cdot2^{1-s}$ instead of $2$, and `hP` states the cancellation $2^{1-s}\,2^{s-1}=1$. The `linear_combination` step combines this with the occupation identity.

Integrability of the two Bose terms, `hg` and `hg2`, permits the integral of the difference to be split. The change of variable in the second term contributes $\frac12$, which turns $2\cdot2^{1-s}$ into the $2^{1-s}$ of the derivation.

## Temperature and the value $\pi^2/12$

`thermal_fermi_integral` writes the integrand as $T^{s-1}$ times `fermiIntegrand s` at $\varepsilon/T$. The change of variable supplies the remaining factor $T$.

`fermi_integral_two` obtains $\zeta(2)=\pi^2/6$ from Mathlib's `hasSum_zeta_two` after a shift of the summation index. It then inserts $\Gamma(2)=1$ and $1-2^{-1}=\frac12$ into the main theorem.
